# The revISI integrand at strong coupling: the remainder after the inverse-square-root term

The revISI model gives the coupling-constant integrand as `W(l) = Winf + G'(l)`, with `G(l) = b l / (√(1 + c l) + d)` and `l` the coupling strength. The theorem `strong_coupling_remainder` says that, for `c > 0` and `d > -1`, what is left of `W(l)` after subtracting `Winf + b/(2√(c l))`, multiplied by `(c l)^(3/2)`, tends to `b(1 - 2d²)/4` as `l` grows without bound. The constants `Winf` and `b` may be any real numbers. The proof first finds the limit of an expression built from `1/√(1 + c l)` and `√(c l)/√(1 + c l)`, then uses an algebraic identity, `alg`, to show that this expression equals the scaled remainder for positive `l`.

This version doesn't compile in Lean 4 with Mathlib:

```lean
import Mathlib

open Filter Topology

noncomputable section

namespace RevisedISI

/-- The function `G(l) = b l / (√(1 + c l) + d)` of the coupling strength `l`. -/
def G (b c d l : ℝ) : ℝ := b * l / (√(1 + c * l) + d)

/-- The revISI coupling-constant integrand `W(l) = Winf + G'(l)`. -/
def W (Winf b c d l : ℝ) : ℝ := Winf + deriv (G b c d) l

/-- At non-negative coupling the root `√(1 + c l)` is at least one. -/
theorem one_le_root {c l : ℝ} (hc : 0 < c) (hl : 0 ≤ l) : 1 ≤ √(1 + c * l) :=
  (Real.le_sqrt' one_pos).2 (by nlinarith [mul_nonneg hc.le hl])

/-- The slope of `G` at non-negative coupling, in closed form. -/
theorem hasDerivAt_G (b : ℝ) {c d l : ℝ} (hc : 0 < c) (hd : -1 < d) (hl : 0 ≤ l) :
    HasDerivAt (G b c d) (b / (2 * √(1 + c * l)) +
      b * (1 - d ^ 2) / (2 * √(1 + c * l) * (√(1 + c * l) + d) ^ 2)) l := by
  have hs := one_le_root hc hl
  have hpos : 0 < 1 + c * l := by positivity
  have hne : √(1 + c * l) + d ≠ 0 := by linarith
  have h1 : HasDerivAt (fun x : ℝ => 1 + c * x) c l :=
    (((hasDerivAt_id' l).const_mul c).const_add 1).congr_deriv (mul_one c)
  have h2 : HasDerivAt (fun x : ℝ => √(1 + c * x) + d) (c / (2 * √(1 + c * l))) l :=
    (h1.sqrt hpos.ne').add_const d
  have h3 : HasDerivAt (fun x : ℝ => b * x) b l :=
    ((hasDerivAt_id' l).const_mul b).congr_deriv (mul_one b)
  have h4 : HasDerivAt (G b c d) ((b * (√(1 + c * l) + d) -
      b * l * (c / (2 * √(1 + c * l)))) / (√(1 + c * l) + d) ^ 2) l :=
    h3.fun_div h2 hne
  -- eliminate `c l = s² - 1` in favour of the root `s`
  have alg : ∀ s : ℝ, s ≠ 0 → s + d ≠ 0 → s ^ 2 = 1 + c * l →
      (b * (s + d) - b * l * (c / (2 * s))) / (s + d) ^ 2 =
        b / (2 * s) + b * (1 - d ^ 2) / (2 * s * (s + d) ^ 2) := by
    intro s h0 h5 hx
    have e : b * l * (c / (2 * s)) = b * (s ^ 2 - 1) / (2 * s) := by rw [hx]; ring
    rw [e]
    field_simp
    ring
  exact h4.congr_deriv (alg _ (by linarith) hne (Real.sq_sqrt hpos.le))

/-- The revISI integrand in closed form at non-negative coupling. -/
theorem W_eq (Winf b : ℝ) {c d l : ℝ} (hc : 0 < c) (hd : -1 < d) (hl : 0 ≤ l) :
    W Winf b c d l = Winf + (b / (2 * √(1 + c * l)) +
      b * (1 - d ^ 2) / (2 * √(1 + c * l) * (√(1 + c * l) + d) ^ 2)) := by
  rw [W, (hasDerivAt_G b hc hd hl).deriv]

/-- As the coupling grows, `1/√(1 + c l)` tends to zero and `√(c l)/√(1 + c l)` to one. -/
theorem root_limits {c : ℝ} (hc : 0 < c) :
    Tendsto (fun l : ℝ => (√(1 + c * l))⁻¹) atTop (𝓝 0) ∧
    Tendsto (fun l : ℝ => √(c * l) / √(1 + c * l)) atTop (𝓝 1) := by
  have hu : Tendsto (fun l : ℝ => (√(1 + c * l))⁻¹) atTop (𝓝 0) :=
    tendsto_inv_atTop_zero.comp (Real.tendsto_sqrt_atTop.comp
      (tendsto_atTop_add_const_left _ 1 (tendsto_id.const_mul_atTop hc)))
  refine ⟨hu, ?_⟩
  have h : Tendsto (fun l : ℝ => √(1 - ((√(1 + c * l))⁻¹) ^ 2)) atTop (𝓝 1) := by
    have h' := ((tendsto_const_nhds (x := (1 : ℝ))).sub (hu.pow 2)).sqrt
    simpa using h'
  refine h.congr' ?_
  filter_upwards [eventually_gt_atTop 0] with l hl
  have hp : 0 < 1 + c * l := by positivity
  have e : 1 - (1 + c * l)⁻¹ = c * l / (1 + c * l) := by
    field_simp
    ring
  rw [inv_pow, Real.sq_sqrt hp.le, e, Real.sqrt_div (by positivity)]

/-- The remainder of `W` beyond `Winf + b/(2√(c l))`, multiplied by `(c l)^(3/2)`, tends
to `b (1 - 2 d²)/4` at strong coupling. -/
theorem strong_coupling_remainder (Winf b : ℝ) {c d : ℝ} (hc : 0 < c) (hd : -1 < d) :
    Tendsto (fun l => √(c * l) ^ 3 * (W Winf b c d l - Winf - b / (2 * √(c * l))))
      atTop (𝓝 (b * (1 - 2 * d ^ 2) / 4)) := by
  obtain ⟨hu, hq⟩ := root_limits hc
  have h := ((((hq.pow 3).div (((hu.const_mul d).const_add 1).pow 2)
    (by norm_num)).const_mul (1 - d ^ 2)).sub
      ((hq.pow 2).div (hq.add_const 1) (by norm_num))).const_mul (b / 2)
  have hv : b / 2 * ((1 - d ^ 2) * (1 ^ 3 / (1 + d * 0) ^ 2) - 1 ^ 2 / (1 + 1)) =
      b * (1 - 2 * d ^ 2) / 4 := by ring
  rw [hv] at h
  -- with `r = √(c l)` and `s = √(1 + c l)` one has `s - r = 1/(r + s)`
  have alg : ∀ r s : ℝ, 0 < r → 0 < s → 0 < s + d → s ^ 2 = r ^ 2 + 1 →
      b / 2 * ((1 - d ^ 2) * ((r / s) ^ 3 / (1 + d * s⁻¹) ^ 2) -
        (r / s) ^ 2 / (r / s + 1)) =
      r ^ 3 * (Winf + (b / (2 * s) + b * (1 - d ^ 2) / (2 * s * (s + d) ^ 2)) -
        Winf - b / (2 * r)) := by
    intro r s hr hs hsd hrs
    have h1 : 1 + d * s⁻¹ = (s + d) / s := by field_simp
    have h2 : r / s + 1 = (r + s) / s := by field_simp
    have hk : s - r = 1 / (r + s) := by
      rw [eq_div_iff (by positivity)]
      linear_combination hrs
    have e1 : (r / s) ^ 3 / (1 + d * s⁻¹) ^ 2 = r ^ 3 / (s * (s + d) ^ 2) := by
      rw [h1]; field_simp
    have e2 : (r / s) ^ 2 / (r / s + 1) = r ^ 3 * (1 / r - 1 / s) := by
      have e3 : r ^ 3 * (1 / r - 1 / s) = r ^ 2 / s * (s - r) := by field_simp
      rw [e3, hk, h2]; field_simp
    rw [e1, e2]
    ring
  refine h.congr' ?_
  filter_upwards [eventually_gt_atTop 0] with l hl
  have hs := one_le_root hc hl.le
  have hp : 0 < c * l := mul_pos hc hl
  rw [W_eq Winf b hc hd hl.le]
  refine alg _ _ (Real.sqrt_pos.2 hp) (by linarith) (by linarith) ?_
  rw [Real.sq_sqrt (by linarith : 0 ≤ 1 + c * l), Real.sq_sqrt hp.le]
  ring

end RevisedISI
```

The error:

```
Try this:
  [apply] ring_nf
  
  The `ring` tactic failed to close the goal. Use `ring_nf` to obtain a normal form.
    
  Note that `ring` works primarily in *commutative* rings. If you have a noncommutative ring, abelian group or module, consider using `noncomm_ring`, `abel` or `module` instead.
Main.lean:88:31: error: unsolved goals
Winf b c d : ℝ
hc : 0 < c
hd : -1 < d
hu : Tendsto (fun l => (√(1 + c * l))⁻¹) atTop (𝓝 0)
hq : Tendsto (fun l => √(c * l) / √(1 + c * l)) atTop (𝓝 1)
h :
  Tendsto
    (fun x =>
      b / 2 *
        ((1 - d ^ 2) * ((fun x => (√(c * x) / √(1 + c * x)) ^ 3) / fun x => (1 + d * (√(1 + c * x))⁻¹) ^ 2) x -
          ((fun x => (√(c * x) / √(1 + c * x)) ^ 2) / fun x => √(c * x) / √(1 + c * x) + 1) x))
    atTop (𝓝 (b * (1 - 2 * d ^ 2) / 4))
hv : b / 2 * ((1 - d ^ 2) * (1 ^ 3 / (1 + d * 0) ^ 2) - 1 ^ 2 / (1 + 1)) = b * (1 - 2 * d ^ 2) / 4
r s : ℝ
hr : 0 < r
hs : 0 < s
hsd : 0 < s + d
hrs : s ^ 2 = r ^ 2 + 1
h1 : 1 + d * s⁻¹ = (s + d) / s
h2 : r / s + 1 = (r + s) / s
hk : s - r = 1 / (r + s)
e1 : (r / s) ^ 3 / (1 + d * s⁻¹) ^ 2 = r ^ 3 / (s * (s + d) ^ 2)
e2 : (r / s) ^ 2 / (r / s + 1) = r ^ 3 * (1 / r - 1 / s)
⊢ b * d ^ 2 * r ^ 3 * (d * s ^ 2 * 2 + d ^ 2 * s + s ^ 3)⁻¹ * (-1 / 2) +
          b * r ^ 3 * (d * s ^ 2 * 2 + d ^ 2 * s + s ^ 3)⁻¹ * (1 / 2) +
        b * r ^ 3 * r⁻¹ * (-1 / 2) +
      b * r ^ 3 * s⁻¹ * (1 / 2) =
    -(b * d ^ 2 * r ^ 3 * (d * s ^ 2 * 4 + d ^ 2 * s * 2 + s ^ 3 * 2)⁻¹) + b * r ^ 3 * r⁻¹ * (-1 / 2) +
        b * r ^ 3 * s⁻¹ * (1 / 2) +
      b * r ^ 3 * (d * s ^ 2 * 4 + d ^ 2 * s * 2 + s ^ 3 * 2)⁻¹
```

Cause. Both messages concern the `ring` that should finish `alg`: the first says that it did not close the goal, and the error shows what remained. That remaining equation is true, but its two sides write one quantity differently. The left has half the inverse of `s * (s + d) ^ 2`, multiplied out, while the right has the inverse of twice that polynomial, with the 2 multiplied into every term. `ring` treats the inverse of a sum as a single opaque quantity and does not take the common factor 2 out of it, so it sees two unrelated inverses and cannot cancel the terms.

The new equation `e4` takes the 2 out of the denominator before `ring` runs, writing the fraction as `b * (1 - d ^ 2) / 2 * (1 / (s * (s + d) ^ 2))`. Once `e4` is added to the `rw`, both sides contain the inverse of the same polynomial, and `ring` closes the goal.

The change, after which it compiles:

```diff
@@ -98,5 +98,8 @@
       have e3 : r ^ 3 * (1 / r - 1 / s) = r ^ 2 / s * (s - r) := by field_simp
       rw [e3, hk, h2]; field_simp
-    rw [e1, e2]
+    have e4 : b * (1 - d ^ 2) / (2 * s * (s + d) ^ 2) =
+        b * (1 - d ^ 2) / 2 * (1 / (s * (s + d) ^ 2)) := by
+      rw [mul_assoc (2 : ℝ) s, div_mul_div_comm, mul_one]
+    rw [e1, e2, e4]
     ring
   refine h.congr' ?_
```
